# Representations of M fermionic modes on complex spaces of equal finite dimension are linearly equivalent

Number the modes p = 0, …, M−1 and write {A, B} = AB + BA. Linear operators a_p (annihilators) and c_p (creators) on a complex vector space V satisfy the canonical anticommutation relations, or CAR, if

{a_p, a_q} = 0, {c_p, c_q} = 0, {a_p, c_q} = δ_pq 1.

No inner product is given, so c_p need not be the adjoint of a_p. Primes mark a second family, acting on W.

If both families satisfy the CAR and V and W have the same finite dimension, there is an invertible linear map L : V → W with

L a_p = a'_p L and L c_p = c'_p L for all p.

Physically, equal dimension means equally many copies of Fock space, such as those produced by a spectator degree of freedom.

## Splitting off mode 0

Setting p = q in the relations gives

a_p² = 0, c_p² = 0, a_p c_p + c_p a_p = 1.

The first equation puts the range of a_p inside its kernel. Conversely, if a_p v = 0, the third gives v = a_p c_p v. Range and kernel therefore coincide, and rank–nullity gives

dim V = 2 dim ker a_p.

Now use induction on M. For M = 0 any linear equivalence will do. For M = n+1, let T be any a_p or c_p with p ≥ 1, and T' its partner on W. Since T anticommutes with a_0, it maps ker a_0 into itself, and the restricted operators satisfy the CAR for n modes. The kernels of a_0 and a'_0 have equal dimension, so by induction there is an invertible linear map K : ker a_0 → ker a'_0 with K T = T' K for every such T. Define

G v = K(a_0 v), L v = G c_0 v + c'_0 G v.

Then a'_0 G = 0 and G a_0 = 0. Also

G T v = K(a_0 T v) = −K(T a_0 v) = −T' G v.

Applying G to v = a_0 c_0 v + c_0 a_0 v gives G c_0 a_0 = G. For mode 0,

a'_0 L v = a'_0 c'_0 G v = G v − c'_0 a'_0 G v = G v,
L a_0 v = G c_0 a_0 v + c'_0 G a_0 v = G v,
L c_0 v = c'_0 G c_0 v = c'_0 L v.

The last line uses c_0² = 0 and c'_0² = 0. For the other modes two signs cancel:

L T v = −G T c_0 v − c'_0 T' G v = T' G c_0 v + T' c'_0 G v = T' L v.

If L v = 0, then G v = a'_0 L v = 0, hence G c_0 v = 0 as well. Since K is injective, a_0 v = 0 and a_0 c_0 v = 0, so v = a_0 c_0 v + c_0 a_0 v = 0. Thus L is injective, and equal dimensions make it bijective.

## Matching matrices from two codes

For finitely many modes and equal matrix dimensions, a Hamiltonian given by the same polynomial in the a_p and c_p has the same spectrum in either representation, because L H = H' L.

In dimension 2^M, L can be computed directly. Find a nonzero vector killed by all a_p, apply the creators in a fixed order to obtain the occupation basis, and store it as the columns of B. Do the same for B' in the other code; then L = B' B⁻¹. If p labels the same mode in both codes, comparing L H L⁻¹ with H' tests whether the two matrices represent the same polynomial in the annihilators and creators, even when the codes order their basis states or place the Jordan–Wigner signs differently.

## The relations and the intertwiner in Lean

```lean
import Mathlib

open Module

namespace CARUniqueness

noncomputable section

universe u v
```

`IsCAR` states the three relations in any ring. For operators the ring is `Module.End ℂ V`, where multiplication is composition and `1` is the identity.

```lean
/-- The canonical anticommutation relations for `M` annihilators `a p` and creators `c p`. -/
structure IsCAR {A : Type*} [Ring A] {M : ℕ} (a c : Fin M → A) : Prop where
  aa : ∀ p q, a p * a q + a q * a p = 0
  cc : ∀ p q, c p * c q + c q * c p = 0
  ac : ∀ p q, a p * c q + c q * a p = if p = q then 1 else 0
```

`Intertwines` expresses both exchange relations, vector by vector. It does not itself require `L` to be invertible.

```lean
variable {M : ℕ} {V : Type u} {W : Type v} [AddCommGroup V] [Module ℂ V]
  [AddCommGroup W] [Module ℂ W]

/-- Applying `a p` and then `L` is the same as applying `L` and then `a' p`, and likewise for `c p`
and `c' p`. -/
def Intertwines (a c : Fin M → Module.End ℂ V) (a' c' : Fin M → Module.End ℂ W)
    (L : V →ₗ[ℂ] W) : Prop :=
  ∀ p v, L (a p v) = a' p (L v) ∧ L (c p v) = c' p (L v)
```

## Restriction to the kernel

The sign rule for anticommuting operators shows that `onKer` is well defined.

```lean
/-- Exchanging two anticommuting operators acting on a vector gives a minus sign. -/
theorem anticomm_apply {A B : Module.End ℂ V} (h : A * B + B * A = 0) (v : V) :
    A (B v) = -B (A v) :=
  eq_neg_of_add_eq_zero_left (LinearMap.congr_fun h v)

/-- The restriction of `T` to the kernel of an operator `A` that anticommutes with it. -/
def onKer (A T : Module.End ℂ V) (h : A * T + T * A = 0) :
    Module.End ℂ (LinearMap.ker A) :=
  T.restrict (p := LinearMap.ker A) (q := LinearMap.ker A) (fun x hx => by
    rw [LinearMap.mem_ker] at hx ⊢
    rw [anticomm_apply h, hx, map_zero, neg_zero])
```

The next two lemmas are the case p = q: the squares vanish, and each vector splits into a part with mode p empty and a part with it filled.

```lean
/-- Pauli principle: annihilating or creating twice in the same mode gives zero. -/
theorem IsCAR.pauli {a c : Fin M → Module.End ℂ V} (h : IsCAR a c) (p : Fin M) (v : V) :
    a p (a p v) = 0 ∧ c p (c p v) = 0 := by
  have half : ∀ x : V, x + x = 0 → x = 0 := fun x hx => by
    calc x = (1 / 2 : ℂ) • (x + x) := by module
      _ = 0 := by rw [hx, smul_zero]
  exact ⟨half _ (LinearMap.congr_fun (h.aa p p) v), half _ (LinearMap.congr_fun (h.cc p p) v)⟩

/-- Every vector is the sum of its parts with mode `p` empty and with mode `p` filled. -/
theorem IsCAR.resolution {a c : Fin M → Module.End ℂ V} (h : IsCAR a c) (p : Fin M) (v : V) :
    a p (c p v) + c p (a p v) = v := by
  have e := h.ac p p
  rw [if_pos rfl] at e
  exact LinearMap.congr_fun e v
```

`IsCAR.reduced` passes to the n remaining modes. Mode `p.succ` on V becomes mode `p` on the kernel.

```lean
/-- On the kernel of `a 0` the remaining modes again satisfy the anticommutation relations. -/
theorem IsCAR.reduced {a c : Fin (M + 1) → Module.End ℂ V} (h : IsCAR a c) :
    IsCAR (fun p : Fin M => onKer (a 0) (a p.succ) (h.aa 0 p.succ))
      (fun p : Fin M => onKer (a 0) (c p.succ)
        ((h.ac 0 p.succ).trans (if_neg (Fin.succ_ne_zero p).symm))) := by
  refine ⟨fun p q => ?_, fun p q => ?_, fun p q => ?_⟩
  · exact LinearMap.ext fun x => Subtype.ext (LinearMap.congr_fun (h.aa p.succ q.succ) x.1)
  · exact LinearMap.ext fun x => Subtype.ext (LinearMap.congr_fun (h.cc p.succ q.succ) x.1)
  · have e := h.ac p.succ q.succ
    by_cases hpq : p = q
    · subst hpq
      rw [if_pos rfl] at e ⊢
      exact LinearMap.ext fun x => Subtype.ext (LinearMap.congr_fun e x.1)
    · rw [if_neg (fun k => hpq (Fin.succ_injective _ k))] at e
      rw [if_neg hpq]
      exact LinearMap.ext fun x => Subtype.ext (LinearMap.congr_fun e x.1)
```

Equality of range and kernel now gives the factor 2, and iterating it shows that 2^M divides the dimension.

```lean
/-- The states with mode `p` empty span exactly half of the dimension. -/
theorem IsCAR.finrank_eq_two_mul [FiniteDimensional ℂ V] {a c : Fin M → Module.End ℂ V}
    (h : IsCAR a c) (p : Fin M) : finrank ℂ V = 2 * finrank ℂ (LinearMap.ker (a p)) := by
  have e : LinearMap.range (a p) = LinearMap.ker (a p) := by
    ext v
    constructor
    · rintro ⟨w, rfl⟩
      exact LinearMap.mem_ker.mpr (h.pauli p w).1
    · intro hv
      have r := h.resolution p v
      rw [LinearMap.mem_ker.mp hv, map_zero, add_zero] at r
      exact ⟨c p v, r⟩
  have d := LinearMap.finrank_range_add_finrank_ker (a p)
  rw [e] at d
  omega

/-- The dimension of a finite-dimensional representation of `M` modes is a multiple of `2 ^ M`. -/
theorem IsCAR.two_pow_dvd_finrank [FiniteDimensional ℂ V] {a c : Fin M → Module.End ℂ V}
    (h : IsCAR a c) : 2 ^ M ∣ finrank ℂ V := by
  induction M generalizing V with
  | zero => simp
  | succ n ih =>
    rw [h.finrank_eq_two_mul 0, pow_succ']
    exact Nat.mul_dvd_mul_left 2 (ih h.reduced)
```

## Building the equivalence

`car_uniqueness` assumes the two sets of relations, finite dimension and equal `finrank`. It returns an invertible linear map, with no claim that it is unitary.

In the proof, `ih` supplies `K`. The properties of `G` are `g0` (a'_0 G = 0), `gaa` (G a_0 = 0), `ga` and `gc` (the sign rules), and `ginj` (injectivity of K). Then `gr` is G c_0 a_0 = G and `la` is a'_0 L = G. The final case split treats mode 0 and the later modes separately.

```lean
/-- Uniqueness theorem: two representations of the anticommutation relations of `M` modes on
complex spaces of equal finite dimension are intertwined by a linear equivalence. -/
theorem car_uniqueness [FiniteDimensional ℂ V] [FiniteDimensional ℂ W]
    {a c : Fin M → Module.End ℂ V} {a' c' : Fin M → Module.End ℂ W}
    (h : IsCAR a c) (h' : IsCAR a' c') (hd : finrank ℂ V = finrank ℂ W) :
    ∃ L : V ≃ₗ[ℂ] W, Intertwines a c a' c' L.toLinearMap := by
  induction M generalizing V W with
  | zero => exact ⟨LinearEquiv.ofFinrankEq V W hd, fun p => p.elim0⟩
  | succ n ih =>
    have hk : finrank ℂ (LinearMap.ker (a 0)) = finrank ℂ (LinearMap.ker (a' 0)) := by
      have d := h.finrank_eq_two_mul 0
      have d' := h'.finrank_eq_two_mul 0
      omega
    obtain ⟨K, hK⟩ := ih h.reduced h'.reduced hk
    have z : ∀ p : Fin n, a 0 * c p.succ + c p.succ * a 0 = 0 := fun p =>
      (h.ac 0 p.succ).trans (if_neg (Fin.succ_ne_zero p).symm)
    -- `G` applies `a 0` and then the intertwiner of the remaining modes
    obtain ⟨G, g0, ginj, gaa, ga, gc⟩ : ∃ G : V →ₗ[ℂ] W,
        (∀ v, a' 0 (G v) = 0) ∧ (∀ v, G v = 0 → a 0 v = 0) ∧ (∀ v, G (a 0 v) = 0) ∧
        (∀ (p : Fin n) v, G (a p.succ v) = -a' p.succ (G v)) ∧
        (∀ (p : Fin n) v, G (c p.succ v) = -c' p.succ (G v)) := by
      let P : V →ₗ[ℂ] LinearMap.ker (a 0) := (a 0).codRestrict (LinearMap.ker (a 0))
        (fun v => LinearMap.mem_ker.mpr (h.pauli 0 v).1)
      refine ⟨(LinearMap.ker (a' 0)).subtype ∘ₗ K.toLinearMap ∘ₗ P,
        fun v => LinearMap.mem_ker.mp (K (P v)).2, fun v hv => ?_, fun v => ?_,
        fun p v => ?_, fun p v => ?_⟩
      · have e : K (P v) = 0 := Subtype.ext hv
        exact congrArg Subtype.val (K.map_eq_zero_iff.mp e)
      · have e : P (a 0 v) = 0 := Subtype.ext (h.pauli 0 v).1
        change (K (P (a 0 v))).1 = 0
        rw [e, map_zero]
        rfl
      · have e : P (a p.succ v) = -(onKer (a 0) (a p.succ) (h.aa 0 p.succ) (P v)) :=
          Subtype.ext (anticomm_apply (h.aa 0 p.succ) v)
        change (K (P (a p.succ v))).1 = -a' p.succ (K (P v)).1
        rw [e, map_neg]
        exact congrArg (fun x : LinearMap.ker (a' 0) => -x.1) (hK p (P v)).1
      · have e : P (c p.succ v) = -(onKer (a 0) (c p.succ) (z p) (P v)) :=
          Subtype.ext (anticomm_apply (z p) v)
        change (K (P (c p.succ v))).1 = -c' p.succ (K (P v)).1
        rw [e, map_neg]
        exact congrArg (fun x : LinearMap.ker (a' 0) => -x.1) (hK p (P v)).2
    -- reassemble the empty and the filled part of mode 0
    obtain ⟨L, hL⟩ : ∃ L : V →ₗ[ℂ] W, ∀ v, L v = G (c 0 v) + c' 0 (G v) :=
      ⟨G ∘ₗ c 0 + c' 0 ∘ₗ G, fun _ => rfl⟩
    have gr : ∀ v, G (c 0 (a 0 v)) = G v := fun v => by
      have e := congrArg G (h.resolution 0 v)
      rwa [map_add, gaa, zero_add] at e
    have la : ∀ v, a' 0 (L v) = G v := fun v => by
      have e := h'.resolution 0 (G v)
      rw [g0, map_zero, add_zero] at e
      rw [hL, map_add, g0, zero_add, e]
    have inj : Function.Injective L := (injective_iff_map_eq_zero L).mpr fun v hv => by
      have g : G v = 0 := by rw [← la, hv, map_zero]
      have k : G (c 0 v) = 0 := by
        have e := hL v
        rw [hv, g, map_zero, add_zero] at e
        exact e.symm
      rw [← h.resolution 0 v, ginj v g, ginj _ k, map_zero, add_zero]
    refine ⟨LinearEquiv.ofBijective L
      ⟨inj, (LinearMap.injective_iff_surjective_of_finrank_eq_finrank hd).mp inj⟩,
      fun p v => ?_⟩
    change L (a p v) = a' p (L v) ∧ L (c p v) = c' p (L v)
    cases p using Fin.cases with
    | zero =>
      constructor
      · rw [la, hL, gr, gaa, map_zero, add_zero]
      · rw [hL, hL, (h.pauli 0 v).2, map_zero, zero_add, map_add,
          (h'.pauli 0 (G v)).2, add_zero]
    | succ p =>
      have m : c 0 * a p.succ + a p.succ * c 0 = 0 :=
        (add_comm _ _).trans ((h.ac p.succ 0).trans (if_neg (Fin.succ_ne_zero p)))
      have m' : c' 0 * a' p.succ + a' p.succ * c' 0 = 0 :=
        (add_comm _ _).trans ((h'.ac p.succ 0).trans (if_neg (Fin.succ_ne_zero p)))
      constructor
      · rw [hL, hL, anticomm_apply m, map_neg, ga, ga, neg_neg, map_neg,
          anticomm_apply m', neg_neg, map_add]
      · rw [hL, hL, anticomm_apply (h.cc 0 p.succ), map_neg, gc, gc, neg_neg, map_neg,
          anticomm_apply (h'.cc 0 p.succ), neg_neg, map_add]
```

## Two modes on ℂ⁴

The Jordan–Wigner matrices give a concrete example. Basis labels list the occupations of modes 0 and 1, and the entries −1 are the sign from passing a filled mode 0.

```lean
/-- Jordan–Wigner matrices of the two annihilators in the basis `00, 01, 10, 11`. -/
def jwA : Fin 2 → Matrix (Fin 4) (Fin 4) ℤ :=
  ![!![0, 0, 1, 0; 0, 0, 0, 1; 0, 0, 0, 0; 0, 0, 0, 0],
    !![0, 1, 0, 0; 0, 0, 0, 0; 0, 0, 0, -1; 0, 0, 0, 0]]

/-- Jordan–Wigner matrices of the two creators in the basis `00, 01, 10, 11`. -/
def jwC : Fin 2 → Matrix (Fin 4) (Fin 4) ℤ :=
  ![!![0, 0, 0, 0; 0, 0, 0, 0; 1, 0, 0, 0; 0, 1, 0, 0],
    !![0, 0, 0, 0; 1, 0, 0, 0; 0, 0, 0, 0; 0, 0, -1, 0]]
```

`toOp` turns integer matrices into operators on ℂ⁴ and preserves sums and products. The relations are therefore decided by finite integer arithmetic and then transferred.

```lean
/-- The action of integer 4 × 4 matrices as operators on `ℂ⁴`. -/
def toOp : Matrix (Fin 4) (Fin 4) ℤ →+* Module.End ℂ (Fin 4 → ℂ) :=
  (RingHomClass.toRingHom (Matrix.toLinAlgEquiv' :
    Matrix (Fin 4) (Fin 4) ℂ ≃ₐ[ℂ] Module.End ℂ (Fin 4 → ℂ))).comp
    (Int.castRingHom ℂ).mapMatrix

/-- The Jordan–Wigner matrices represent two modes on a space of dimension `2 ^ 2`. -/
theorem isCAR_witness :
    IsCAR (fun p => toOp (jwA p)) (fun p => toOp (jwC p)) ∧
    finrank ℂ (Fin 4 → ℂ) = 2 ^ 2 := by
  -- the relations between integer matrices are a finite computation
  have key : IsCAR jwA jwC :=
    ⟨by decide +kernel, by decide +kernel, by decide +kernel⟩
  refine ⟨⟨fun p q => ?_, fun p q => ?_, fun p q => ?_⟩, by simp⟩
  · have e := congrArg toOp (key.aa p q)
    rw [map_add, map_mul, map_mul, map_zero] at e
    exact e
  · have e := congrArg toOp (key.cc p q)
    rw [map_add, map_mul, map_mul, map_zero] at e
    exact e
  · have e := congrArg toOp (key.ac p q)
    rw [map_add, map_mul, map_mul, apply_ite toOp, map_one, map_zero] at e
    exact e

end

end CARUniqueness
```

```lean
#print axioms CARUniqueness.IsCAR.two_pow_dvd_finrank
#print axioms CARUniqueness.car_uniqueness
```

```
'CARUniqueness.IsCAR.two_pow_dvd_finrank' depends on axioms: [propext, Classical.choice, Quot.sound]
'CARUniqueness.car_uniqueness' depends on axioms: [propext, Classical.choice, Quot.sound]
```
